# The 't Hooft–Veltman logarithmic integral as a difference of two dilogarithms

For real $y_1<0$ and $y_0>y_1$,

$$\int_0^1\frac{\ln(y-y_1)-\ln(y_0-y_1)}{y-y_0}\,dy=\mathrm{Li}_2\!\left(\frac{y_0}{y_0-y_1}\right)-\mathrm{Li}_2\!\left(\frac{y_0-1}{y_0-y_1}\right).$$

Integrals of this type arise from the scalar one-loop triangle $C_0$, which enters vertex corrections in QED. Here $y$ is what remains of the Feynman parameters, $y_1$ is a root of the quadratic inside the logarithm, and $y_0$ is the zero of the denominator. The subtracted constant removes the pole at $y_0$, which may lie inside $[0,1]$. The 't Hooft–Veltman reduction leads to three integrals with quadratic arguments, each made of two basic ones, hence twelve dilogarithms. The formulas below evaluate these integrals when the quadratic has real roots and is positive at $y_0$, with $0$, $1$ and $y_0$ on the same side of each root; the reduction of $C_0$ itself, complex roots and the $i\varepsilon$ prescription are left aside.

```lean
import Mathlib

open MeasureTheory

namespace LoopDilogarithm

noncomputable section
```

## The dilogarithm and its domain

The dilogarithm is defined by a real integral,
$$\mathrm{Li}_2(x)=-\int_0^x\frac{\ln(1-t)}{t}\,dt,\qquad x<1.$$
Some software uses the name `dilog` for $\mathrm{Li}_2(1-x)$; here it means $\mathrm{Li}_2(x)$.

```lean
/-- The integral `-∫₀ˣ ln(1-t)/t dt`, which is the real dilogarithm `Li₂(x)` for `x < 1`. Lean
defines it for every real `x`; only `x < 1` is used here. -/
def dilog (x : ℝ) : ℝ := -∫ t in (0 : ℝ)..x, Real.log (1 - t) / t
```

## Staying on one side of the branch point

For general limits $a,b$, the logarithm of $(y-y_1)/(y_0-y_1)$ needs a positive argument. This holds at $a$ when $(a-y_1)(y_0-y_1)>0$, which says that $a$ and $y_0$ lie on the same side of $y_1$ and also forces $y_0\ne y_1$. The product $(y-y_1)(y_0-y_1)$ is linear in $y$, so if it is positive at both limits it is positive between them. The proof treats both signs of $y_0-y_1$ and both orders of the limits.

```lean
/-- If `a`, `b` and `y0` lie on the same side of `y1`, then so does every point
between `a` and `b`. -/
theorem same_side {a b y0 y1 y : ℝ} (ha : 0 < (a - y1) * (y0 - y1))
    (hb : 0 < (b - y1) * (y0 - y1)) (hy : y ∈ Set.uIcc a b) :
    0 < (y - y1) * (y0 - y1) := by
  have hc : y0 - y1 ≠ 0 := right_ne_zero_of_mul ha.ne'
  rcases lt_or_gt_of_ne hc with h | h <;>
  rcases Set.mem_uIcc.1 hy with ⟨h1, h2⟩ | ⟨h1, h2⟩ <;>
  nlinarith [mul_nonneg (sub_nonneg.2 h1) (sub_nonneg.2 (le_of_lt h)),
    mul_nonneg (sub_nonneg.2 h2) (sub_nonneg.2 (le_of_lt h))]
```

## The removable singularity

Let $f(y)=\ln\frac{y-y_1}{y_0-y_1}$. Since $f(y_0)=0$, the integrand is a difference quotient:
$$\frac{f(y)}{y-y_0}=\frac{f(y)-f(y_0)}{y-y_0}\;\longrightarrow\; f'(y_0)=\frac1{y_0-y_1}\qquad(y\to y_0).$$
Filling in this limit gives a continuous function, `dslope` in Lean, which is integrable on the closed interval. Lean's division by zero gives the original integrand the value $0$ at $y_0$, but a single point does not affect the integral.

```lean
/-- The subtracted loop integrand is integrable from `a` to `b` when `a`, `b` and `y0`
lie on the same side of the branch point `y1`. -/
theorem integrable_log_ratio {a b y0 y1 : ℝ} (ha : 0 < (a - y1) * (y0 - y1))
    (hb : 0 < (b - y1) * (y0 - y1)) :
    IntervalIntegrable (fun y => Real.log ((y - y1) / (y0 - y1)) / (y - y0))
      volume a b := by
  have hc : y0 - y1 ≠ 0 := right_ne_zero_of_mul ha.ne'
  have hne : ∀ y, 0 < (y - y1) * (y0 - y1) → (y - y1) / (y0 - y1) ≠ 0 :=
    fun y hy => div_ne_zero (left_ne_zero_of_mul hy.ne') hc
  have hopen : IsOpen {y : ℝ | 0 < (y - y1) * (y0 - y1)} :=
    isOpen_lt continuous_const (by fun_prop)
  have hy0 : 0 < (y0 - y1) * (y0 - y1) := mul_self_pos.2 hc
  -- the difference quotient of the logarithm extends continuously through `y0`
  have hd : ContinuousOn (dslope (fun y : ℝ => Real.log ((y - y1) / (y0 - y1))) y0)
      {y : ℝ | 0 < (y - y1) * (y0 - y1)} := by
    refine (continuousOn_dslope (hopen.mem_nhds hy0)).2 ⟨?_, ?_⟩
    · exact ContinuousOn.log (by fun_prop) (fun y hy => hne y hy)
    · exact DifferentiableAt.log (by fun_prop) (hne y0 hy0)
  have hi := (hd.mono (fun y hy => same_side ha hb hy)).intervalIntegrable (μ := volume)
  -- it differs from the integrand at most at the single point `y0`
  have h0 : ({y0}ᶜ : Set ℝ) ∈ ae (volume : Measure ℝ) :=
    compl_mem_ae_iff.2 (measure_singleton y0)
  refine intervalIntegrable_iff.2
    (Integrable.congr (intervalIntegrable_iff.1 hi) (ae_restrict_of_ae ?_))
  filter_upwards [h0] with y hy
  have hy' : y ≠ y0 := hy
  simp [dslope_of_ne _ hy', slope_def_field, div_self hc]
```

Setting $y_0=0$, $y_1=1$ turns the integrand into $\ln(1-t)/t$ and the side conditions into $a<1$, $b<1$.

```lean
/-- The dilogarithm kernel `ln(1-t)/t` is integrable between any two points below `1`. -/
theorem integrable_kernel {a b : ℝ} (ha : a < 1) (hb : b < 1) :
    IntervalIntegrable (fun t => Real.log (1 - t) / t) volume a b := by
  have h := integrable_log_ratio (a := a) (b := b) (y0 := 0) (y1 := 1)
    (by linarith) (by linarith)
  have e : ∀ t : ℝ, (t - 1) / (0 - 1) = 1 - t := fun t => by ring
  simpa only [e, sub_zero] using h
```

The fundamental theorem of calculus then gives, for $x<1$ and $x\neq0$,
$$\mathrm{Li}_2'(x)=-\frac{\ln(1-x)}{x}.$$
This confirms the expected derivative; the later steps use only the integrals.

```lean
/-- For `x < 1` and `x ≠ 0` the dilogarithm has derivative `-ln(1-x)/x`. -/
theorem hasDerivAt_dilog {x : ℝ} (hx : x < 1) (hx0 : x ≠ 0) :
    HasDerivAt dilog (-(Real.log (1 - x) / x)) x := by
  have hm : Measurable (fun t : ℝ => Real.log (1 - t) / t) := by fun_prop
  have hcont : ContinuousAt (fun t : ℝ => Real.log (1 - t) / t) x :=
    ContinuousAt.div (ContinuousAt.log (by fun_prop) (sub_pos.2 hx).ne')
      continuousAt_id hx0
  exact (intervalIntegral.integral_hasDerivAt_right (integrable_kernel one_pos hx)
    hm.stronglyMeasurable.stronglyMeasurableAtFilter hcont).fun_neg
```

Splitting the integral at $0$,
$$\int_a^b\frac{\ln(1-t)}t\,dt=\int_0^b\frac{\ln(1-t)}t\,dt-\int_0^a\frac{\ln(1-t)}t\,dt=\mathrm{Li}_2(a)-\mathrm{Li}_2(b).$$

```lean
/-- Between two points below `1`, the kernel `ln(1-t)/t` integrates to a difference of
dilogarithms. -/
theorem integral_kernel {a b : ℝ} (ha : a < 1) (hb : b < 1) :
    ∫ t in a..b, Real.log (1 - t) / t = dilog a - dilog b := by
  have h := intervalIntegral.integral_interval_sub_left
    (integrable_kernel one_pos hb) (integrable_kernel one_pos ha)
  unfold dilog
  linarith
```

## The substitution

Put $t=(y_0-y)/(y_0-y_1)$. At $y=a$,
$$1-\frac{y_0-a}{y_0-y_1}=\frac{a-y_1}{y_0-y_1}=\frac{(a-y_1)(y_0-y_1)}{(y_0-y_1)^2}>0,$$
so the new limit is below $1$.

```lean
/-- If `a` and `y0` lie on the same side of `y1`, the dilogarithm argument
`(y0-a)/(y0-y1)` is below `1`. -/
theorem argument_lt_one {a y0 y1 : ℝ} (ha : 0 < (a - y1) * (y0 - y1)) :
    (y0 - a) / (y0 - y1) < 1 := by
  have hc : y0 - y1 ≠ 0 := right_ne_zero_of_mul ha.ne'
  have hp : 0 < (a - y1) * (y0 - y1) / (y0 - y1) ^ 2 :=
    div_pos ha (lt_of_le_of_ne (sq_nonneg _) (pow_ne_zero 2 hc).symm)
  have e : (y0 - a) / (y0 - y1) = 1 - (a - y1) * (y0 - y1) / (y0 - y1) ^ 2 := by
    field_simp
    ring
  linarith
```

Moreover,
$$1-t=\frac{y-y_1}{y_0-y_1},\qquad y-y_0=-(y_0-y_1)\,t,\qquad dy=-(y_0-y_1)\,dt,$$
so $dy/(y-y_0)=dt/t$ and
$$\int_a^b\frac{f(y)}{y-y_0}\,dy=\int_{(y_0-a)/(y_0-y_1)}^{(y_0-b)/(y_0-y_1)}\frac{\ln(1-t)}t\,dt.$$
The previous formula evaluates the right-hand side. In the proof, `key` rewrites the integrand in terms of $t$, and `integral_comp_sub_div` changes the variable for either sign of $y_0-y_1$.

```lean
/-- The subtracted logarithmic integral with arbitrary limits `a`, `b` is a difference of
two dilogarithms, provided `a`, `b` and `y0` lie on the same side of `y1`. -/
theorem integral_log_ratio {a b y0 y1 : ℝ} (ha : 0 < (a - y1) * (y0 - y1))
    (hb : 0 < (b - y1) * (y0 - y1)) :
    ∫ y in a..b, Real.log ((y - y1) / (y0 - y1)) / (y - y0)
      = dilog ((y0 - a) / (y0 - y1)) - dilog ((y0 - b) / (y0 - y1)) := by
  have hc : y0 - y1 ≠ 0 := right_ne_zero_of_mul ha.ne'
  -- the integrand in the variable `t = (y0 - y) / (y0 - y1)`
  have key : ∀ y : ℝ, Real.log ((y - y1) / (y0 - y1)) / (y - y0)
      = -(1 / (y0 - y1)) * (Real.log (1 - (y0 / (y0 - y1) - y / (y0 - y1)))
        / (y0 / (y0 - y1) - y / (y0 - y1))) := by
    intro y
    have h1 : 1 - (y0 / (y0 - y1) - y / (y0 - y1)) = (y - y1) / (y0 - y1) := by
      field_simp
      ring
    have h2 : y0 / (y0 - y1) - y / (y0 - y1) = -((y - y0) / (y0 - y1)) := by ring
    rw [h1, h2]
    by_cases h : y = y0
    · simp [h]
    · have hd : y - y0 ≠ 0 := sub_ne_zero.2 h
      generalize Real.log ((y - y1) / (y0 - y1)) = L
      field_simp
  have hs := intervalIntegral.integral_comp_sub_div (a := a) (b := b)
    (fun t : ℝ => Real.log (1 - t) / t) hc (y0 / (y0 - y1))
  simp only [key]
  rw [intervalIntegral.integral_const_mul, hs, smul_eq_mul, ← sub_div, ← sub_div,
    integral_kernel (argument_lt_one hb) (argument_lt_one ha)]
  have h1 : 1 / (y0 - y1) * (y0 - y1) = 1 := one_div_mul_cancel hc
  linear_combination
    (dilog ((y0 - a) / (y0 - y1)) - dilog ((y0 - b) / (y0 - y1))) * h1
```

## The basic integral on the unit interval

Take $a=0$, $b=1$. If $y_1<0$ and $y_0>y_1$, then $-y_1$, $1-y_1$ and $y_0-y_1$ are all positive, so the side conditions hold. On $[0,1]$ also $y-y_1>0$, and the logarithm of the ratio splits into $\ln(y-y_1)-\ln(y_0-y_1)$.

```lean
/-- The basic 't Hooft-Veltman integral: for real `y1 < 0` and `y0 > y1`, the subtracted
logarithm over `y - y0` integrates over `[0,1]` to a difference of two dilogarithms. -/
theorem tHooft_veltman_integral {y0 y1 : ℝ} (h1 : y1 < 0) (h0 : y1 < y0) :
    ∫ y in (0 : ℝ)..1, (Real.log (y - y1) - Real.log (y0 - y1)) / (y - y0)
      = dilog (y0 / (y0 - y1)) - dilog ((y0 - 1) / (y0 - y1)) := by
  have h := integral_log_ratio (a := 0) (b := 1) (y0 := y0) (y1 := y1)
    (mul_pos (by linarith) (by linarith)) (mul_pos (by linarith) (by linarith))
  rw [sub_zero] at h
  rw [← h]
  apply intervalIntegral.integral_congr
  intro y hy
  rw [Set.uIcc_of_le zero_le_one] at hy
  have hy1 : 0 < y - y1 := by linarith [hy.1]
  dsimp only
  rw [Real.log_div hy1.ne' (sub_pos.2 h0).ne']
```

## Four dilogarithms from a quadratic

Let $P(y)=k(y-y_1)(y-y_2)$ with real roots and $P(y_0)>0$, which is `hk`. The other four hypotheses put $0$, $1$ and $y_0$ on the same side of each root, so $P>0$ on all of $[0,1]$. The constant $k$ cancels:
$$\ln P(y)-\ln P(y_0)=\ln\frac{y-y_1}{y_0-y_1}+\ln\frac{y-y_2}{y_0-y_2}.$$
Dividing by $y-y_0$ and integrating gives two copies of the general formula. The roots may lie on either side of the interval, and they may coincide.

```lean
/-- For a quadratic `k(y-y1)(y-y2)` that is positive at `y0`, with `0`, `1` and `y0` on the
same side of each real root, the subtracted logarithm gives four dilogarithms. -/
theorem quadratic_four_dilogs {k y0 y1 y2 : ℝ} (hk : 0 < k * (y0 - y1) * (y0 - y2))
    (h10 : 0 < (0 - y1) * (y0 - y1)) (h11 : 0 < (1 - y1) * (y0 - y1))
    (h20 : 0 < (0 - y2) * (y0 - y2)) (h21 : 0 < (1 - y2) * (y0 - y2)) :
    ∫ y in (0 : ℝ)..1, (Real.log (k * (y - y1) * (y - y2))
        - Real.log (k * (y0 - y1) * (y0 - y2))) / (y - y0)
      = (dilog (y0 / (y0 - y1)) - dilog ((y0 - 1) / (y0 - y1)))
        + (dilog (y0 / (y0 - y2)) - dilog ((y0 - 1) / (y0 - y2))) := by
  have e1 := integral_log_ratio h10 h11
  have e2 := integral_log_ratio h20 h21
  rw [sub_zero] at e1 e2
  rw [← e1, ← e2, ← intervalIntegral.integral_add (integrable_log_ratio h10 h11)
    (integrable_log_ratio h20 h21)]
  apply intervalIntegral.integral_congr
  intro y hy
  -- all factors are nonzero on the integration range, so the logarithms split
  have c1 : y0 - y1 ≠ 0 := right_ne_zero_of_mul h10.ne'
  have c2 : y0 - y2 ≠ 0 := right_ne_zero_of_mul h20.ne'
  have k0 : k ≠ 0 := left_ne_zero_of_mul (left_ne_zero_of_mul hk.ne')
  have d1 : y - y1 ≠ 0 := left_ne_zero_of_mul (same_side h10 h11 hy).ne'
  have d2 : y - y2 ≠ 0 := left_ne_zero_of_mul (same_side h20 h21 hy).ne'
  dsimp only
  rw [Real.log_mul (mul_ne_zero k0 d1) d2, Real.log_mul k0 d1,
    Real.log_mul (mul_ne_zero k0 c1) c2, Real.log_mul k0 c1,
    Real.log_div d1 c1, Real.log_div d2 c2]
  ring

end

end LoopDilogarithm
```

```lean
#print axioms LoopDilogarithm.hasDerivAt_dilog
#print axioms LoopDilogarithm.tHooft_veltman_integral
#print axioms LoopDilogarithm.quadratic_four_dilogs
```

```
'LoopDilogarithm.hasDerivAt_dilog' depends on axioms: [propext, Classical.choice, Quot.sound]
'LoopDilogarithm.tHooft_veltman_integral' depends on axioms: [propext, Classical.choice, Quot.sound]
'LoopDilogarithm.quadratic_four_dilogs' depends on axioms: [propext, Classical.choice, Quot.sound]
```
